# The character of a finite-dimensional unitary representation is a positive-definite function

The symmetry operations of a molecule mix the orthonormal orbitals that span a degenerate level through unitary matrices, but a character table keeps only the traces of these matrices. The traces still obey a condition that can expose a wrong entry: for any choice of operations and complex coefficients, a certain double sum over them is real and nonnegative.

```lean
import Mathlib

open Matrix
open scoped ComplexConjugate

namespace CharacterPositivity

noncomputable section

variable {G n ι : Type*} [Group G] [Fintype n] [DecidableEq n] [Fintype ι]

/-- The character of a unitary matrix representation: the trace of the representing matrix. -/
def character (D : G →* Matrix.unitaryGroup n ℂ) (g : G) : ℂ :=
  Matrix.trace (D g : Matrix n n ℂ)

/-- The double sum of `conj (c i) * c j * f (g i⁻¹ g j)` for a function `f` on the group. -/
def positivityForm (f : G → ℂ) (g : ι → G) (c : ι → ℂ) : ℂ :=
  ∑ i, ∑ j, conj (c i) * c j * f ((g i)⁻¹ * g j)

/-- The superposition of the representing matrices of `g j` with amplitudes `c j`. -/
def superposition (D : G →* Matrix.unitaryGroup n ℂ) (g : ι → G) (c : ι → ℂ) :
    Matrix n n ℂ :=
  ∑ j, c j • (D (g j) : Matrix n n ℂ)

/-- In a unitary representation the matrix of `g⁻¹ h` is the adjoint of the matrix of `g`
times the matrix of `h`. -/
theorem rep_inv_mul (D : G →* Matrix.unitaryGroup n ℂ) (g h : G) :
    (D (g⁻¹ * h) : Matrix n n ℂ) = (D g : Matrix n n ℂ)ᴴ * (D h : Matrix n n ℂ) := by
  rw [map_mul, map_inv]
  rfl

/-- For a character, the double sum equals the sum of the squared moduli of all entries of the
superposed matrix. -/
theorem positivityForm_character (D : G →* Matrix.unitaryGroup n ℂ) (g : ι → G) (c : ι → ℂ) :
    positivityForm (character D) g c =
      ((∑ a, ∑ b, ‖superposition D g c b a‖ ^ 2 : ℝ) : ℂ) := by
  -- the double sum is the trace of Aᴴ A
  have h1 : positivityForm (character D) g c =
      Matrix.trace ((superposition D g c)ᴴ * superposition D g c) := by
    unfold positivityForm superposition
    rw [Matrix.conjTranspose_sum, Finset.sum_mul_sum, Matrix.trace_sum]
    refine Finset.sum_congr rfl fun i _ => ?_
    rw [Matrix.trace_sum]
    refine Finset.sum_congr rfl fun j _ => ?_
    rw [character, rep_inv_mul, Matrix.conjTranspose_smul, Matrix.smul_mul, Matrix.mul_smul,
      Matrix.trace_smul, Matrix.trace_smul, smul_eq_mul, smul_eq_mul, starRingEnd_apply]
    ring
  -- the trace of Aᴴ A collects the squared moduli of the entries
  rw [h1]
  simp only [Matrix.trace, Matrix.diag_apply, Matrix.mul_apply, Matrix.conjTranspose_apply]
  push_cast
  refine Finset.sum_congr rfl fun a _ => Finset.sum_congr rfl fun b _ => ?_
  exact Complex.conj_mul' _

/-- Every character of a unitary representation is a positive-definite function: the double sum
is real and nonnegative for all group elements and all complex coefficients. -/
theorem character_positive_definite (D : G →* Matrix.unitaryGroup n ℂ)
    (g : ι → G) (c : ι → ℂ) :
    (positivityForm (character D) g c).im = 0 ∧
      0 ≤ (positivityForm (character D) g c).re := by
  rw [positivityForm_character]
  refine ⟨Complex.ofReal_im _, ?_⟩
  rw [Complex.ofReal_re]
  positivity

/-- The double sum vanishes exactly when the superposition of the representing matrices is the
zero matrix. -/
theorem positivityForm_eq_zero_iff (D : G →* Matrix.unitaryGroup n ℂ)
    (g : ι → G) (c : ι → ℂ) :
    positivityForm (character D) g c = 0 ↔ superposition D g c = 0 := by
  rw [positivityForm_character, Complex.ofReal_eq_zero]
  constructor
  · intro h
    ext b a
    have h1 := (Finset.sum_eq_zero_iff_of_nonneg
      (fun a _ => Finset.sum_nonneg fun b _ => sq_nonneg _)).1 h a (Finset.mem_univ a)
    have h2 := (Finset.sum_eq_zero_iff_of_nonneg
      (fun b _ => sq_nonneg _)).1 h1 b (Finset.mem_univ b)
    simpa using h2
  · intro h
    simp [h]

/-- The character at the identity is the dimension of the representation. -/
theorem character_one (D : G →* Matrix.unitaryGroup n ℂ) :
    character D 1 = (Fintype.card n : ℂ) := by
  simp [character]

/-- The character of an inverse element is the complex conjugate of the character. -/
theorem character_inv (D : G →* Matrix.unitaryGroup n ℂ) (g : G) :
    character D g⁻¹ = conj (character D g) := by
  unfold character
  rw [map_inv]
  exact Matrix.trace_conjTranspose (D g : Matrix n n ℂ)

/-- A test on table entries: the squared distance between two character values is at most
`2 d (d - Re χ(g⁻¹ h))`, where `d` is the dimension. -/
theorem character_difference_test (D : G →* Matrix.unitaryGroup n ℂ) (g h : G) :
    ‖character D g - character D h‖ ^ 2 ≤
      2 * (Fintype.card n : ℝ) * ((Fintype.card n : ℝ) - (character D (g⁻¹ * h)).re) := by
  rcases isEmpty_or_nonempty n with hn | hn
  · simp [character, Matrix.trace]
  have hN : (0 : ℝ) < (Fintype.card n : ℝ) := by exact_mod_cast Fintype.card_pos
  have e : character D (h⁻¹ * g) = conj (character D (g⁻¹ * h)) := by
    rw [← character_inv, _root_.mul_inv_rev, inv_inv]
  -- positivity for the three elements 1, g, h with adapted coefficients
  have key := (character_positive_definite D ![1, g, h]
    ![character D h - character D g, (Fintype.card n : ℂ), -(Fintype.card n : ℂ)]).2
  simp [positivityForm, Fin.sum_univ_three, e, character_inv, character_one] at key
  have key' : 0 ≤ (Fintype.card n : ℝ) * (2 * (Fintype.card n : ℝ) *
      ((Fintype.card n : ℝ) - (character D (g⁻¹ * h)).re)
        - ‖character D g - character D h‖ ^ 2) := by
    rw [Complex.sq_norm, Complex.normSq_apply, Complex.sub_re, Complex.sub_im]
    linarith
  linarith [(mul_nonneg_iff_of_pos_left hN).1 key']

/-- Tabulated values on the cyclic group of order three: `1` at the identity and `-1` at both
rotations. -/
def c3Table (g : Multiplicative (ZMod 3)) : ℂ := if g = 1 then 1 else -1

/-- The values `1, -1, -1` on the cyclic group of order three pass the difference test for
dimension one, but they are not the character of any unitary representation. -/
theorem c3Table_not_character :
    (∀ g h, ‖c3Table g - c3Table h‖ ^ 2 ≤ 2 * (1 - (c3Table (g⁻¹ * h)).re)) ∧
      ∀ D : Multiplicative (ZMod 3) →* Matrix.unitaryGroup n ℂ, character D ≠ c3Table := by
  constructor
  · intro g h
    by_cases hgh : g = h
    · subst hgh
      simp [c3Table]
    · have h1 : ¬ (g⁻¹ * h = 1) := fun h2 => hgh (inv_mul_eq_one.1 h2)
      simp only [c3Table, h1, if_false]
      split_ifs <;> norm_num
  · intro D hD
    -- with all coefficients equal to one the double sum is -3
    have hs : positivityForm c3Table id (fun _ => 1) = -3 := by
      have e : ∀ i j : Multiplicative (ZMod 3),
          c3Table (i⁻¹ * j) = 2 * (if i = j then 1 else 0) - 1 := by
        intro i j
        simp only [c3Table, inv_mul_eq_one]
        split_ifs <;> norm_num
      simp only [positivityForm, id, map_one, one_mul, e, Finset.sum_sub_distrib,
        ← Finset.mul_sum, Finset.sum_ite_eq, Finset.mem_univ, if_true, Finset.sum_const,
        Finset.card_univ, Fintype.card_multiplicative, ZMod.card]
      norm_num
    have h := (character_positive_definite D id (fun _ => 1)).2
    rw [hD, hs] at h
    norm_num at h

/-- The constant function `1/2` on any group passes every positivity test, but it is not the
character of any unitary representation. -/
theorem half_positive_definite_not_character :
    (∀ (m : ℕ) (g : Fin m → G) (c : Fin m → ℂ),
      (positivityForm (fun _ => 1 / 2) g c).im = 0 ∧
        0 ≤ (positivityForm (fun _ => 1 / 2) g c).re) ∧
      ∀ D : G →* Matrix.unitaryGroup n ℂ, character D ≠ fun _ => 1 / 2 := by
  constructor
  · intro m g c
    have h : positivityForm (fun _ => 1 / 2) g c = ((‖∑ i, c i‖ ^ 2 / 2 : ℝ) : ℂ) := by
      push_cast
      rw [← Complex.conj_mul', map_sum, Finset.sum_mul_sum, Finset.sum_div]
      refine Finset.sum_congr rfl fun i _ => ?_
      rw [Finset.sum_div]
      refine Finset.sum_congr rfl fun j _ => ?_
      ring
    rw [h]
    refine ⟨Complex.ofReal_im _, ?_⟩
    rw [Complex.ofReal_re]
    positivity
  · intro D hD
    -- the value at the identity would be a dimension equal to 1/2
    have h1 : (Fintype.card n : ℂ) = 1 / 2 := (character_one D).symm.trans (congrFun hD 1)
    have h2 : (2 : ℂ) * (Fintype.card n : ℂ) = 1 := by linear_combination 2 * h1
    have h3 : 2 * Fintype.card n = 1 := by exact_mod_cast h2
    omega

end

end CharacterPositivity
```

```lean
#print axioms CharacterPositivity.character_positive_definite
#print axioms CharacterPositivity.character_difference_test
#print axioms CharacterPositivity.c3Table_not_character
#print axioms CharacterPositivity.half_positive_definite_not_character
```

```
'CharacterPositivity.character_positive_definite' depends on axioms: [propext, Classical.choice, Quot.sound]
'CharacterPositivity.character_difference_test' depends on axioms: [propext, Classical.choice, Quot.sound]
'CharacterPositivity.c3Table_not_character' depends on axioms: [propext, Classical.choice, Quot.sound]
'CharacterPositivity.half_positive_definite_not_character' depends on axioms: [propext, Classical.choice, Quot.sound]
```

## Traces, coefficients and the double sum

Let \(D\) be a unitary representation of a group \(G\) by \(d\times d\) matrices, and let \(\chi(g)=\operatorname{tr}D(g)\) be its character. For elements \(g_i\) of \(G\) and complex numbers \(c_i\), the main theorem, `character_positive_definite`, says that

\[
S=\sum_{i,j}\overline{c_i}\,c_j\,\chi(g_i^{-1}g_j)
\]

has zero imaginary part and a nonnegative real part. A function on a group with this property for every finite choice of elements and coefficients is called positive-definite, even though the sum may vanish for coefficients that are not all zero.

In Lean, `D : G →* Matrix.unitaryGroup n ℂ` is a homomorphism into the unitary matrices. The finite type `n` labels the basis, so \(d\) is `Fintype.card n`. The finite type `ι` labels the chosen elements, which may repeat. The group itself may be infinite, and the representation may be reducible. The sum `positivityForm` accepts any function on the group, so it also applies to tabulated numbers that may not be a character.

Unitarity is assumed. For a finite point group this costs nothing, because every finite-dimensional complex representation can be made unitary by a change of basis, which leaves the traces unchanged. Antiunitary operations such as time reversal, and representations that hold only up to phase factors, are not covered. Within these limits, the result gives a consistency check on the characters used to label degenerate levels and symmetry-adapted orbitals in electronic structure.

## The sum is a squared matrix norm

Since \(D(g)^{-1}=D(g)^\dagger\), we have

\[
D(g^{-1}h)=D(g)^\dagger D(h).
\]

This is `rep_inv_mul`. Now form the matrix \(A=\sum_j c_jD(g_j)\), called `superposition` in the file. By linearity of the trace,

\[
S=\operatorname{tr}\Big[\Big(\sum_i c_iD(g_i)\Big)^{\!\dagger}\sum_j c_jD(g_j)\Big]
=\operatorname{tr}(A^\dagger A)
=\sum_{a,b}|A_{ba}|^2\ge 0 .
\]

The theorem `positivityForm_character` follows this line. Its intermediate statement `h1` expands the product of sums and identifies \(S\) with the trace. The remaining steps write out the trace in matrix entries and use \(\bar z z=|z|^2\). The main theorem then only reads off the real and imaginary parts.

A sum of nonnegative terms vanishes only if each term does, so \(S=0\) exactly when \(A=0\). The proof of `positivityForm_eq_zero_iff` applies this argument twice, first to the sum over \(a\) and then to the sum over \(b\).

## The doubly degenerate representation of \(C_{3v}\)

The representation \(E\) has character \(2\) at the identity, \(-1\) at both threefold rotations and \(0\) at the reflections. For the identity and one rotation \(R\), with coefficients \(1\) and \(-1\),

\[
S=2+2-(-1)-(-1)=6 .
\]

Directly, with \(R\) a rotation of the plane by \(120^\circ\),

\[
A=1-R=\begin{pmatrix}3/2&\sqrt3/2\\-\sqrt3/2&3/2\end{pmatrix},
\]

whose squared entries add up to \(\tfrac94+\tfrac34+\tfrac34+\tfrac94=6\).

For the identity and both rotations, all with coefficient \(1\), the sum is \(3\cdot2+6\cdot(-1)=0\), in agreement with \(1+R+R^2=0\). If the entry \(-1\) were misprinted as \(-2\), the same sum would be \(-6\), and the error would show.

## An inequality between table entries

A particular choice of coefficients gives a test without free parameters, `character_difference_test`:

\[
|\chi(g)-\chi(h)|^2\le 2d\,\bigl(d-\operatorname{Re}\chi(g^{-1}h)\bigr).
\]

To derive it, put \(\delta=\chi(g)-\chi(h)\) and take the elements \(1,g,h\) with coefficients \(-\delta,\,d,\,-d\). Two facts are needed: \(\chi(1)=d\) (`character_one`) and \(\chi(g^{-1})=\overline{\chi(g)}\) (`character_inv`). The contributions to \(S\) are:

- the diagonal terms, \(d|\delta|^2+2d^3\);
- the terms pairing \(1\) with \(g\) or \(h\), \(-2d\operatorname{Re}\bigl[\bar\delta(\chi(g)-\chi(h))\bigr]=-2d|\delta|^2\);
- the terms pairing \(g\) with \(h\), \(-2d^2\operatorname{Re}\chi(g^{-1}h)\).

Together,

\[
0\le S=d\,\bigl[\,2d\bigl(d-\operatorname{Re}\chi(g^{-1}h)\bigr)-|\delta|^2\,\bigr],
\]

and division by \(d>0\) gives the inequality. For \(d=0\) both sides are zero, a case the proof treats first. In Lean, `key` is the positivity statement for these coefficients, and `key'` is its factored form.

## Tables that pass and are still wrong

The difference inequality uses only one choice of coefficients, so it is weaker than positivity for all of them. The function `c3Table` assigns \(1,-1,-1\) to the cyclic group of order three. With \(d=1\) it passes the inequality: for \(g=h\) both sides vanish, and for \(g\ne h\) the left side is \(0\) or \(4\) while the right side is \(4\). With all three elements and unit coefficients, however, the double sum has three terms \(+1\) and six terms \(-1\), which gives \(-3\). By the main theorem these values are not the character of a unitary representation of any finite dimension. The Lean proof obtains \(-3\) by writing the table value at \(i^{-1}j\), where \(i\) and \(j\) now stand for group elements, as \(2-1\) if \(i=j\) and as \(0-1\) otherwise.

Positivity for all coefficients is not sufficient either. For the constant function \(1/2\), on any group,

\[
\sum_{i,j}\overline{c_i}\,c_j\,\tfrac12=\tfrac12\Big|\sum_i c_i\Big|^2\ge0,
\]

so every instance of the test is passed. A character, however, equals the dimension at the identity, and no dimension is \(1/2\). This is `half_positive_definite_not_character`; its last step reduces the claim to \(2d=1\), which has no solution in natural numbers. A negative double sum therefore rules a table out, while a nonnegative one does not certify it.
